# The Voigt–Reuss ratio of shear moduli for a cubic crystal

A: In linear elasticity, stress and strain are six-component vectors in Voigt order \(xx, yy, zz, yz, xz, xy\), numbered 1 to 6, and the last three strain components are engineering shears, twice the tensor components. The stiffness \(C\) is the real \(6\times 6\) matrix that maps strain to stress, and the compliance is its matrix inverse \(S = C^{-1}\). Lean numbers rows and columns from 0 to 5, so the entry \(M_{ij}\) of a matrix \(M\) is found at positions \(i-1\), \(j-1\): \(M_{11}\) is `M 0 0` and \(M_{44}\) is `M 3 3`.

```lean
import Mathlib

open Matrix

namespace CubicVoigtReuss

noncomputable section

/-- A 6×6 elastic matrix (stiffness or compliance) in Voigt notation. -/
abbrev Elastic := Matrix (Fin 6) (Fin 6) ℝ
```

With the axes along the cube edges, a cubic matrix has three independent entries, \(M_{11}=a\), \(M_{12}=b\), \(M_{44}=c\). The stiffness of a cubic crystal is `cubic C11 C12 C44`.

```lean
/-- The elastic matrix of cubic symmetry with entries `M11 = a`, `M12 = b`, `M44 = c`. -/
def cubic (a b c : ℝ) : Elastic :=
  !![a, b, b, 0, 0, 0;
     b, a, b, 0, 0, 0;
     b, b, a, 0, 0, 0;
     0, 0, 0, c, 0, 0;
     0, 0, 0, 0, c, 0;
     0, 0, 0, 0, 0, c]
```

For any \(M\), three sums are needed: \(\Sigma_n(M) = M_{11}+M_{22}+M_{33}\), \(\Sigma_x(M) = M_{12}+M_{23}+M_{13}\) and \(\Sigma_s(M) = M_{44}+M_{55}+M_{66}\).

```lean
/-- The sum `M11 + M22 + M33`. -/
def normalSum (M : Elastic) : ℝ := M 0 0 + M 1 1 + M 2 2

/-- The sum `M12 + M23 + M13`. -/
def crossSum (M : Elastic) : ℝ := M 0 1 + M 1 2 + M 0 2

/-- The sum `M44 + M55 + M66`. -/
def shearSum (M : Elastic) : ℝ := M 3 3 + M 4 4 + M 5 5
```

The Voigt averages \(G_V\), \(K_V\) of the shear and bulk modulus are built from \(C\), and the Reuss averages \(G_R\), \(K_R\) from \(S\):
\[
15\,G_V = \Sigma_n(C) - \Sigma_x(C) + 3\Sigma_s(C), \qquad \frac{15}{G_R} = 4\Sigma_n(S) - 4\Sigma_x(S) + 3\Sigma_s(S),
\]
\[
9\,K_V = \Sigma_n(C) + 2\Sigma_x(C), \qquad \frac{1}{K_R} = \Sigma_n(S) + 2\Sigma_x(S).
\]

```lean
/-- Voigt average of the shear modulus, formed from the stiffness `C`. -/
def voigtShear (C : Elastic) : ℝ := (normalSum C - crossSum C + 3 * shearSum C) / 15

/-- Reuss average of the shear modulus, formed from the compliance `C⁻¹`. -/
def reussShear (C : Elastic) : ℝ :=
  ((4 * normalSum C⁻¹ - 4 * crossSum C⁻¹ + 3 * shearSum C⁻¹) / 15)⁻¹

/-- Voigt average of the bulk modulus, formed from the stiffness `C`. -/
def voigtBulk (C : Elastic) : ℝ := (normalSum C + 2 * crossSum C) / 9

/-- Reuss average of the bulk modulus, formed from the compliance `C⁻¹`. -/
def reussBulk (C : Elastic) : ℝ := (normalSum C⁻¹ + 2 * crossSum C⁻¹)⁻¹
```

Q: I already have a doubt. The Voigt value is an average of the stiffness tensor over random grain orientations at uniform strain, and the Reuss value is an average of the compliance at uniform stress. I see no rotations here and no grains.

A: There are none. The four formulas are the closed forms of those orientation averages for an untextured polycrystal, and they enter as definitions. What the file proves begins after that point: it evaluates the formulas for a cubic matrix and compares the results. The definitions accept any element of `Elastic`, a type that imposes no symmetry. Since `crossSum` reads only entries above the diagonal, the formulas have their usual meaning for symmetric matrices, and every `cubic a b c` is symmetric.

Q: The textbook statement is about two numbers, not about matrices.

A: Those come next. The two shear moduli of a cubic crystal are \(c' = (C_{11}-C_{12})/2\) and \(C_{44}\), and their quotient is the Zener ratio \(A = C_{44}/c'\). The functions `GV` and `GR` are the weighted arithmetic and harmonic means,
\[
\frac{2c' + 3C_{44}}{5} \qquad\text{and}\qquad \left[\frac15\left(\frac{2}{c'} + \frac{3}{C_{44}}\right)\right]^{-1}.
\]
They are functions of two real numbers and know nothing of `voigtShear` and `reussShear`. That the two pairs agree for a cubic crystal is a theorem further down.

```lean
/-- The shear modulus `c' = (C11 - C12)/2` of a cubic crystal. -/
def cPrime (C11 C12 : ℝ) : ℝ := (C11 - C12) / 2

/-- The weighted arithmetic mean `G_V = (2 c' + 3 C44)/5`. -/
def GV (c' C44 : ℝ) : ℝ := (2 * c' + 3 * C44) / 5

/-- The weighted harmonic mean `G_R` with `1/G_R = (2/c' + 3/C44)/5`. -/
def GR (c' C44 : ℝ) : ℝ := ((2 / c' + 3 / C44) / 5)⁻¹

/-- The Zener anisotropy ratio `A = C44/c'`. -/
def zener (c' C44 : ℝ) : ℝ := C44 / c'
```

Q: Then show me the compliance. How do you invert the matrix by hand?

A: Try a cubic form for \(S\), with entries \(S_{11}, S_{12}, S_{44}\), and multiply out \(CS\). The product is again cubic, and setting it equal to the identity gives
\[
C_{11}S_{11} + 2C_{12}S_{12} = 1, \qquad C_{11}S_{12} + C_{12}S_{11} + C_{12}S_{12} = 0, \qquad C_{44}S_{44} = 1 .
\]
The first equation minus the second factorises, and so does the first plus twice the second:
\[
(C_{11}-C_{12})(S_{11}-S_{12}) = 1, \qquad (C_{11}+2C_{12})(S_{11}+2S_{12}) = 1 .
\]
Write \(D = (C_{11}-C_{12})(C_{11}+2C_{12})\). Subtracting the two reciprocals gives
\[
3S_{12} = \frac{1}{C_{11}+2C_{12}} - \frac{1}{C_{11}-C_{12}} = -\frac{3C_{12}}{D},
\]
so \(S_{12} = -C_{12}/D\), then \(S_{11} = S_{12} + 1/(C_{11}-C_{12}) = (C_{11}+C_{12})/D\), and \(S_{44} = 1/C_{44}\). The product rule is `cubic_mul`, where the primed letters only label the entries of the second factor. Its proof splits the equation into 36 entries with `ext` and `fin_cases`, expands each sum of six terms, and leaves the remaining polynomial identities to `ring`.

```lean
/-- The product of two cubic matrices is cubic, with the stated entries. -/
theorem cubic_mul (a b c a' b' c' : ℝ) :
    cubic a b c * cubic a' b' c' =
      cubic (a * a' + 2 * (b * b')) (a * b' + b * a' + b * b') (c * c') := by
  ext i j
  fin_cases i <;> fin_cases j <;>
    simp [cubic, Matrix.mul_apply, Fin.sum_univ_succ] <;> ring
```

Q: And Lean solves those three equations?

A: It checks the solution. In `cubic_inv` the facts `e1`, `e2`, `e3` are the three equations with the solution inserted, and `hone` identifies `cubic 1 0 1` with the identity. The lemma `Matrix.inv_eq_right_inv` says that if a product of two square matrices is the identity, the second factor is the inverse of the first. The pattern is worth reusing: for a linear family of matrices that contains the identity and is closed under multiplication, prove the product rule once, and an inverse reduces to a few scalar equations, with no \(6\times6\) determinant or adjugate. The hypotheses are that \(C_{11}-C_{12}\), \(C_{11}+2C_{12}\) and \(C_{44}\) are nonzero.

```lean
/-- The compliance of a cubic crystal is cubic, with `S11 = (C11 + C12)/D`, `S12 = -C12/D`,
`S44 = 1/C44` and `D = (C11 - C12)(C11 + 2 C12)`. -/
theorem cubic_inv {C11 C12 C44 : ℝ} (h1 : C11 - C12 ≠ 0) (h2 : C11 + 2 * C12 ≠ 0)
    (h3 : C44 ≠ 0) :
    (cubic C11 C12 C44)⁻¹ =
      cubic ((C11 + C12) / ((C11 - C12) * (C11 + 2 * C12)))
        (-C12 / ((C11 - C12) * (C11 + 2 * C12))) (1 / C44) := by
  have hD := mul_ne_zero h1 h2
  have hone : cubic 1 0 1 = 1 := by
    ext i j
    fin_cases i <;> fin_cases j <;> rfl
  have e1 : C11 * ((C11 + C12) / ((C11 - C12) * (C11 + 2 * C12)))
      + 2 * (C12 * (-C12 / ((C11 - C12) * (C11 + 2 * C12)))) = 1 :=
    calc _ = ((C11 - C12) * (C11 + 2 * C12)) / ((C11 - C12) * (C11 + 2 * C12)) := by ring
      _ = 1 := div_self hD
  have e2 : C11 * (-C12 / ((C11 - C12) * (C11 + 2 * C12)))
      + C12 * ((C11 + C12) / ((C11 - C12) * (C11 + 2 * C12)))
      + C12 * (-C12 / ((C11 - C12) * (C11 + 2 * C12))) = 0 := by ring
  have e3 : C44 * (1 / C44) = 1 := by field_simp
  apply Matrix.inv_eq_right_inv
  rw [cubic_mul, e1, e2, e3, hone]
```

Q: Now the reduction to the weights 2/5 and 3/5.

A: For a cubic matrix the sums are \(\Sigma_n = 3a\), \(\Sigma_x = 3b\), \(\Sigma_s = 3c\), which is `cubic_sums`.

```lean
/-- The three index sums of a cubic matrix are `3 a`, `3 b` and `3 c`. -/
theorem cubic_sums (a b c : ℝ) :
    normalSum (cubic a b c) = 3 * a ∧ crossSum (cubic a b c) = 3 * b ∧
      shearSum (cubic a b c) = 3 * c := by
  refine ⟨?_, ?_, ?_⟩ <;> simp [normalSum, crossSum, shearSum, cubic] <;> ring
```

Inserting them,
\[
G_V = \frac{3(C_{11}-C_{12}) + 9C_{44}}{15} = \frac{6c' + 9C_{44}}{15} = \frac{2c'+3C_{44}}{5},
\]
\[
\frac{1}{G_R} = \frac{12(S_{11}-S_{12}) + 9S_{44}}{15} = \frac15\left(\frac{4}{C_{11}-C_{12}} + \frac{3}{C_{44}}\right) = \frac15\left(\frac{2}{c'} + \frac{3}{C_{44}}\right).
\]
In `shear_cubic` the Voigt half is the substitution followed by `ring`. In the Reuss half, `hs` is \(S_{11}-S_{12} = 1/(C_{11}-C_{12})\) and `hc` is \(2/c' = 4/(C_{11}-C_{12})\). The `congrArg` step removes the outer reciprocal from both sides, and `linear_combination (4 / 5) * hs - (1 / 5) * hc` records how much of each relation the two equalities above consume.

```lean
/-- For a cubic crystal the Voigt and Reuss shear averages are the weighted arithmetic and
harmonic means of `c'` and `C44` with weights 2/5 and 3/5. -/
theorem shear_cubic {C11 C12 C44 : ℝ} (h1 : 0 < cPrime C11 C12) (h2 : C11 + 2 * C12 ≠ 0)
    (h3 : 0 < C44) :
    voigtShear (cubic C11 C12 C44) = GV (cPrime C11 C12) C44 ∧
      reussShear (cubic C11 C12 C44) = GR (cPrime C11 C12) C44 := by
  have h1' : C11 - C12 ≠ 0 := by
    unfold cPrime at h1
    exact ne_of_gt (by linarith)
  have hD := mul_ne_zero h1' h2
  constructor
  · unfold voigtShear GV cPrime
    rw [(cubic_sums _ _ _).1, (cubic_sums _ _ _).2.1, (cubic_sums _ _ _).2.2]
    ring
  · -- only `S11 - S12 = 1/(C11 - C12)` and `S44` enter
    have hs : (C11 + C12) / ((C11 - C12) * (C11 + 2 * C12))
        - -C12 / ((C11 - C12) * (C11 + 2 * C12)) = 1 / (C11 - C12) := by
      rw [← sub_div, div_eq_div_iff hD h1']
      ring
    have hc : 2 / ((C11 - C12) / 2) = 4 * (1 / (C11 - C12)) := by
      rw [div_div_eq_mul_div]
      ring
    unfold reussShear GR cPrime
    rw [cubic_inv h1' h2 h3.ne', (cubic_sums _ _ _).1, (cubic_sums _ _ _).2.1,
      (cubic_sums _ _ _).2.2]
    refine congrArg (fun x : ℝ => x⁻¹) ?_
    linear_combination (4 / 5) * hs - (1 / 5) * hc
```

Q: The hypothesis `h2` bothers me. The final shear formulas do not contain \(C_{11}+2C_{12}\) at all, and a stable crystal has it positive, not merely nonzero.

A: The formulas do not contain it, but `reussShear` goes through the full inverse. If \(C_{11}+2C_{12} = 0\) the stiffness is singular, Mathlib returns the zero matrix as its inverse, and `reussShear` no longer equals the positive harmonic mean. Mechanical stability of an unstressed cubic crystal requires \(c' > 0\), \(C_{44} > 0\) and \(C_{11}+2C_{12} > 0\). The theorem assumes the first two as `h1` and `h3`, without deriving them from a lattice model, and weakens the third to invertibility. Every stable cubic crystal is covered, along with matrices of negative bulk modulus.

Q: What happens to the bulk averages?

A: They coincide:
\[
K_V = \frac{3C_{11} + 6C_{12}}{9} = \frac{C_{11}+2C_{12}}{3}, \qquad \frac{1}{K_R} = 3(S_{11}+2S_{12}) = \frac{3}{C_{11}+2C_{12}} .
\]
In `bulk_cubic` the second chain is `hs`, and `inv_div` turns the fraction over. No positivity is used, only that \(C_{11}-C_{12}\), \(C_{11}+2C_{12}\) and \(C_{44}\) are nonzero, so that the stiffness is invertible.

```lean
/-- For a cubic crystal the Voigt and Reuss bulk averages both equal `(C11 + 2 C12)/3`. -/
theorem bulk_cubic {C11 C12 C44 : ℝ} (h1 : C11 - C12 ≠ 0) (h2 : C11 + 2 * C12 ≠ 0)
    (h3 : C44 ≠ 0) :
    voigtBulk (cubic C11 C12 C44) = (C11 + 2 * C12) / 3 ∧
      reussBulk (cubic C11 C12 C44) = (C11 + 2 * C12) / 3 := by
  have hD := mul_ne_zero h1 h2
  constructor
  · unfold voigtBulk
    rw [(cubic_sums _ _ _).1, (cubic_sums _ _ _).2.1]
    ring
  · have hs : 3 * ((C11 + C12) / ((C11 - C12) * (C11 + 2 * C12)))
        + 2 * (3 * (-C12 / ((C11 - C12) * (C11 + 2 * C12)))) = 3 / (C11 + 2 * C12) :=
      calc _ = 3 * (C11 - C12) / ((C11 - C12) * (C11 + 2 * C12)) := by ring
        _ = 3 / (C11 + 2 * C12) := by
          rw [div_eq_div_iff hD h2]
          ring
    unfold reussBulk
    rw [cubic_inv h1 h2 h3, (cubic_sums _ _ _).1, (cubic_sums _ _ _).2.1, hs, inv_div]
```

Q: So the ratio is left.

A: Dividing by \(G_R\) is multiplying by \(1/G_R\), so
\[
\frac{G_V}{G_R} = \frac{1}{25}\,(2c'+3C_{44})\left(\frac{2}{c'}+\frac{3}{C_{44}}\right) = \frac{4 + 6/A + 6A + 9}{25}.
\]
Writing \(13 = 25 - 12\),
\[
\frac{G_V}{G_R} = 1 + \frac{6\,(A - 2 + 1/A)}{25} = 1 + \frac{6(A-1)^2}{25A}.
\]
In `GV_div_GR` the first move is `div_inv_eq_mul`, then `field_simp` clears the denominators \(c'\) and \(C_{44}\), and `ring` confirms the polynomial identity.

```lean
/-- For positive shear moduli, `G_V/G_R = 1 + 6 (A - 1)²/(25 A)` with `A = C44/c'`. -/
theorem GV_div_GR {c' C44 : ℝ} (h1 : 0 < c') (h3 : 0 < C44) :
    GV c' C44 / GR c' C44 = 1 + 6 * (zener c' C44 - 1) ^ 2 / (25 * zener c' C44) := by
  have h1' := h1.ne'
  have h3' := h3.ne'
  unfold GV GR zener
  rw [div_inv_eq_mul]
  field_simp
  ring
```

Call the excess \(q = 6(A-1)^2/(25A)\). Positive moduli give \(G_R > 0\) and \(A > 0\) (`hR`, `hA`), hence \(q \ge 0\) (`hq`). The ratio becomes \(G_V = (1+q)\,G_R\) (`hV`), so \(G_V - G_R = q\,G_R \ge 0\), and this product is the hint handed to `nlinarith`. If \(G_R = G_V\), the ratio is 1 and \(q = 0\). A quotient vanishes in Lean when its numerator or its denominator does, and `div_eq_zero_iff` gives both cases. The numerator yields \((A-1)^2 = 0\), so \(A = 1\), and the denominator case contradicts \(A > 0\). Conversely \(A = 1\) makes \(q = 0\) in `hV`.

```lean
/-- For positive shear moduli, `G_R ≤ G_V`, with equality exactly when `A = 1`. -/
theorem GR_le_GV {c' C44 : ℝ} (h1 : 0 < c') (h3 : 0 < C44) :
    GR c' C44 ≤ GV c' C44 ∧ (GR c' C44 = GV c' C44 ↔ zener c' C44 = 1) := by
  have hR : 0 < GR c' C44 := by unfold GR; positivity
  have hA : 0 < zener c' C44 := div_pos h3 h1
  have hr := GV_div_GR h1 h3
  -- the excess of the ratio over 1 is nonnegative
  have hq : 0 ≤ 6 * (zener c' C44 - 1) ^ 2 / (25 * zener c' C44) := by positivity
  have hV := (div_eq_iff hR.ne').mp hr
  refine ⟨by nlinarith [mul_nonneg hq hR.le], fun h => ?_, fun h => ?_⟩
  · -- equality makes the excess vanish
    rw [← h, div_self hR.ne'] at hr
    have h0 : 6 * (zener c' C44 - 1) ^ 2 / (25 * zener c' C44) = 0 := by linarith
    rcases div_eq_zero_iff.mp h0 with h | h
    · have hsq : (zener c' C44 - 1) ^ 2 = 0 := by linarith
      have hz := (pow_eq_zero_iff two_ne_zero).mp hsq
      linarith
    · linarith
  · rw [hV, h]
    ring
```

Q: That is the inequality between weighted arithmetic and harmonic means. Where is the physics restored?

A: In `voigt_reuss_cubic`, which uses `shear_cubic` to rewrite the matrix averages as the scalar means and then quotes the two scalar theorems. In words: for real \(C_{11}, C_{12}, C_{44}\) with \(c' > 0\), \(C_{11}+2C_{12} \ne 0\) and \(C_{44} > 0\), the shear averages of the cubic stiffness, the Reuss one formed from the true matrix inverse, satisfy \(G_V/G_R = 1 + 6(A-1)^2/(25A)\) and \(G_R \le G_V\), and \(G_R = G_V\) holds exactly when \(A = 1\), that is, when \(C_{44} = (C_{11}-C_{12})/2\).

```lean
/-- For a cubic crystal with `c' > 0`, `C44 > 0` and `C11 + 2 C12 ≠ 0`, the Voigt and Reuss
shear averages have ratio `1 + 6 (A - 1)²/(25 A)`, the Reuss value does not exceed the Voigt
value, and they agree exactly when the Zener ratio `A` is 1. -/
theorem voigt_reuss_cubic {C11 C12 C44 : ℝ} (h1 : 0 < cPrime C11 C12)
    (h2 : C11 + 2 * C12 ≠ 0) (h3 : 0 < C44) :
    voigtShear (cubic C11 C12 C44) / reussShear (cubic C11 C12 C44) =
        1 + 6 * (zener (cPrime C11 C12) C44 - 1) ^ 2 / (25 * zener (cPrime C11 C12) C44) ∧
      reussShear (cubic C11 C12 C44) ≤ voigtShear (cubic C11 C12 C44) ∧
      (reussShear (cubic C11 C12 C44) = voigtShear (cubic C11 C12 C44) ↔
        zener (cPrime C11 C12) C44 = 1) := by
  obtain ⟨hV, hR⟩ := shear_cubic h1 h2 h3
  rw [hV, hR]
  exact ⟨GV_div_GR h1 h3, GR_le_GV h1 h3⟩
```

Q: When I say Voigt–Reuss bounds, I mean that the real polycrystal modulus lies between the two values.

A: That bracketing rests on the variational principles of elasticity for a heterogeneous body, and no effective modulus is defined anywhere in the file. The theorem orders the two ends of the interval and gives their exact ratio, for cubic symmetry only. It says how wide the window is, not that an aggregate falls inside it. Texture, lower crystal symmetry and finite strain are not modelled.

Q: Does the ratio connect to a quantity people report?

A: The universal anisotropy index is \(A^U = 5G_V/G_R + K_V/K_R - 6\), defined for any stiffness matrix.

```lean
/-- The universal anisotropy index `5 G_V/G_R + K_V/K_R - 6` of a stiffness matrix. -/
def universalIndex (C : Elastic) : ℝ :=
  5 * (voigtShear C / reussShear C) + voigtBulk C / reussBulk C - 6
```

For a cubic crystal \(K_V/K_R = 1\), which needs the common value to be nonzero (`hK`), so \(A^U = 5(1+q) + 1 - 6 = 5q = 6(A-1)^2/(5A)\). The proof rewrites with the first part of `voigt_reuss_cubic` and both parts of `bulk_cubic`, and the hypotheses are those of the main theorem.

```lean
/-- For a cubic crystal the universal anisotropy index equals `6 (A - 1)²/(5 A)`. -/
theorem universalIndex_cubic {C11 C12 C44 : ℝ} (h1 : 0 < cPrime C11 C12)
    (h2 : C11 + 2 * C12 ≠ 0) (h3 : 0 < C44) :
    universalIndex (cubic C11 C12 C44) =
      6 * (zener (cPrime C11 C12) C44 - 1) ^ 2 / (5 * zener (cPrime C11 C12) C44) := by
  have h1' : C11 - C12 ≠ 0 := by
    unfold cPrime at h1
    exact ne_of_gt (by linarith)
  obtain ⟨hV, hR⟩ := bulk_cubic h1' h2 h3.ne'
  have hK : (C11 + 2 * C12) / 3 ≠ 0 := div_ne_zero h2 (by norm_num)
  unfold universalIndex
  -- the bulk ratio is 1, so only the shear ratio contributes
  rw [(voigt_reuss_cubic h1 h2 h3).1, hV, hR, div_self hK]
  ring

end

end CubicVoigtReuss
```

```lean
#print axioms CubicVoigtReuss.voigt_reuss_cubic
#print axioms CubicVoigtReuss.universalIndex_cubic
```

```
'CubicVoigtReuss.voigt_reuss_cubic' depends on axioms: [propext, Classical.choice, Quot.sound]
'CubicVoigtReuss.universalIndex_cubic' depends on axioms: [propext, Classical.choice, Quot.sound]
```

Q: Give me numbers, through the matrix formulas and not the shortcut.

A: Take \(C_{11} = 3\), \(C_{12} = 1\), \(C_{44} = 2\) in any unit of pressure. Then \(c' = 1\), \(A = 2\), \(D = 2\cdot 5 = 10\), and \(S_{11} = 0.4\), \(S_{12} = -0.1\), \(S_{44} = 0.5\). The Voigt formula gives \(G_V = (9 - 3 + 18)/15 = 8/5\). The Reuss formula gives \(15/G_R = 4.8 + 1.2 + 4.5 = 10.5\), so \(G_R = 10/7\). The ratio is \(\tfrac85\cdot\tfrac{7}{10} = 1.12\), and \(1 + 6\cdot 1/(25\cdot 2) = 1.12\). For the bulk modulus, \(K_V = 15/9 = 5/3\) and \(1/K_R = 1.2 - 0.6 = 0.6\), so \(K_R = 5/3\) and \(A^U = 5.6 + 1 - 6 = 0.6\). This arithmetic is ours and has not been through Lean.

Q: Where would I go wrong?

A: In the factors of two that belong to the shear convention. The coefficient 3 in the Reuss formula belongs to \(S_{44}\) as an entry of the \(6\times6\) inverse with engineering shears, which is four times the tensor component \(S_{yzyz}\). With the tensor value \(1/8\) in place of \(1/2\), the example gives \(15/G_R = 6 + 9/8\), so \(G_R \approx 2.1\), above \(G_V = 1.6\). The definition of `reussShear` fixes the convention by taking `shearSum C⁻¹`. A related slip is to write the Zener ratio as \(C_{44}/(C_{11}-C_{12})\), which moves the equality case from 1 to 1/2.

Q: And in a real calculation?

A: A common route is to apply small strains to the relaxed cell, relax the atomic positions again at each fixed strain, and fit \(C_{11}\), \(C_{12}\), \(C_{44}\) to the stresses or energies from an electronic-structure or force-field code. Post-processing can then invert the \(6\times6\) matrix numerically and evaluate the four averaging formulas, as the definitions here do. For a cubic crystal in the linear elastic regime, with the axes along the cube edges, positive shear moduli and an invertible stiffness, the theorems give that step two exact checks, \(K_V = K_R\) and \(G_V/G_R\) fixed by \(A\) alone, up to rounding and to whatever departure from cubic form the fit leaves in the matrix.
